# The aufbau principle for a fixed Fock matrix: minimising tr(FP) over ensemble density matrices

## Densities, orbitals and fillings

We work in a finite orthonormal basis of real spin orbitals. The Fock matrix $F$ is real, symmetric and held fixed. An ensemble density matrix for $N$ electrons is a real matrix $P$ with $P$ and $1-P$ positive semidefinite (hence symmetric) and $\operatorname{tr}P=N$. The condition on $1-P$ is the Pauli principle: no orbital holds more than one electron. Fractional occupations are allowed.

The canonical orbitals are the columns $c_i$ of an orthogonal matrix $C$ with $FC=C\,\mathrm{diag}(\varepsilon)$, so the $\varepsilon_i$ are the eigenvalues of $F$, counted with multiplicity. An aufbau set $S$ contains $N$ orbitals, none higher in energy than an orbital outside $S$. Its density is $Q=C\,\mathrm{diag}(f)\,C^T$, where $f_i=1$ for $i\in S$ and $f_i=0$ otherwise.

## The minimum and its stability

The claim is that

$$\min_P \operatorname{tr}(FP)=\sum_{i\in S}\varepsilon_i ,$$

and that $Q$ attains it.

**Occupations.** Let $q_i=c_i^TPc_i=(C^TPC)_{ii}$. Then $q_i\ge 0$ because $P$ is positive semidefinite, and $1-q_i=c_i^T(1-P)c_i\ge 0$. Since $CC^T=1$, $\sum_i q_i=\operatorname{tr}(PCC^T)=N$.

**Energy.** From $F=C\,\mathrm{diag}(\varepsilon)\,C^T$ and the cyclic property of the trace, $\operatorname{tr}(FP)=\sum_i\varepsilon_iq_i$.

**Lower bound.** Suppose $\varepsilon_i+g\le\varepsilon_a$ for all $i\in S$, $a\notin S$. Choose $\mu$ with $\varepsilon_i\le\mu$ in $S$ and $\mu+g\le\varepsilon_a$ outside: the highest energy in $S$ will do, or any sufficiently low number if $S$ is empty. Then

$$\sum_{i\in S}(\mu-\varepsilon_i)(1-q_i)+\sum_{a\notin S}(\varepsilon_a-\mu-g)\,q_a\ge 0 .$$

On expansion the terms in $\mu$ add up to $\mu(N-\sum_iq_i)=0$, which leaves

$$\operatorname{tr}(FP)\ge\sum_{i\in S}\varepsilon_i+g\sum_{a\notin S}q_a .$$

For an aufbau set we may take $g=0$.

**Attainment.** Both $Q$ and $1-Q=C\,\mathrm{diag}(1-f)\,C^T$ are positive semidefinite, $\operatorname{tr}Q=N$, and $\operatorname{tr}(FQ)=\sum_i\varepsilon_if_i=\sum_{i\in S}\varepsilon_i$.

**Stability.** The identity

$$P-P^2=P(1-P)P+(1-P)P(1-P)$$

has positive semidefinite terms on the right, so $\operatorname{tr}P^2\le\operatorname{tr}P=N$. With $Q^2=Q$ and $\operatorname{tr}(QP)=\sum_{i\in S}q_i$,

$$\sum_{i,j}(P_{ij}-Q_{ij})^2=\operatorname{tr}P^2-2\operatorname{tr}(QP)+N\le 2N-2\sum_{i\in S}q_i=2\sum_{a\notin S}q_a .$$

For $g\ge0$ the excess energy is therefore at least $g/2$ times the squared Frobenius distance. If $g>0$, zero excess forces $P=Q$.

In a self-consistent-field cycle that fills the $N$ lowest spin orbitals, the density built from them thus minimises $\operatorname{tr}(FP)$ for the current, frozen $F$. If the numbers of spin-up and spin-down electrons are fixed separately, as in unrestricted calculations, the result applies to each spin on its own. The Hartree–Fock energy is a different function. Its electronic part is $\tfrac12\operatorname{tr}((h+F)P)$, where $h$ is the one-electron Hamiltonian matrix and $F$ is built from $P$; with that $F$, $\operatorname{tr}(FP)$ would count the electron–electron interaction twice. The result neither locates the minimum of the Hartree–Fock energy nor shows that the cycle converges.

## The definitions in Lean

The finite type `n` labels both basis functions and orbitals.

```lean
import Mathlib

open Matrix

namespace AufbauDensityMatrix

variable {n : Type*} [Fintype n] [DecidableEq n]
```

The three fields of `IsDensity` are the three conditions on $P$.

```lean
/-- An ensemble one-particle density matrix for `N` electrons in spin orbitals:
`P` and `1 - P` are positive semidefinite and the trace of `P` is `N`. -/
structure IsDensity (P : Matrix n n ℝ) (N : ℕ) : Prop where
  psd : P.PosSemidef
  pauli : (1 - P).PosSemidef
  trace_eq : P.trace = N
```

`IsCanonical` needs no separate symmetry hypothesis, because its two equations already give $F=C\,\mathrm{diag}(\varepsilon)\,C^T$.

```lean
/-- The columns of `C` are orthonormal eigenvectors of the Fock matrix `F`, with orbital
energies `ε`. -/
structure IsCanonical (F C : Matrix n n ℝ) (ε : n → ℝ) : Prop where
  orthonormal : Cᵀ * C = 1
  eigen : F * C = C * diagonal ε
```

The aufbau rule compares energies with `≤`, so a degenerate level may be split between $S$ and its complement.

```lean
/-- No orbital in `S` lies above an orbital outside `S`. -/
def IsAufbau (ε : n → ℝ) (S : Finset n) : Prop :=
  ∀ i ∈ S, ∀ a ∉ S, ε i ≤ ε a
```

The next three definitions are $f$, $Q$ and $q_i$.

```lean
/-- Occupation numbers equal to one in `S` and zero outside. -/
def filling (S : Finset n) (i : n) : ℝ := if i ∈ S then 1 else 0

/-- The sum of `c * cᵀ` over the columns `c` of `C` labelled by `S`. -/
def aufbauDensity (C : Matrix n n ℝ) (S : Finset n) : Matrix n n ℝ :=
  C * diagonal (filling S) * Cᵀ

/-- The occupation of the `i`-th orbital (column of `C`) in the density matrix `P`. -/
def occupation (C P : Matrix n n ℝ) (i : n) : ℝ := (Cᵀ * P * C) i i
```

## Existence of canonical orbitals and an aufbau set

The later theorems take $C$, $\varepsilon$ and $S$ as given, with `S.card` as the electron number. The following theorem supplies them for every symmetric $F$ and every $N$ up to the dimension. The set is built by induction, adding the lowest empty orbital each time; the orbitals come from Mathlib's `eigenvectorBasis`.

```lean
/-- Every symmetric Fock matrix has canonical orbitals, and for each `N` up to the dimension
`N` of them can be chosen by the aufbau rule. -/
theorem exists_canonical_aufbau {F : Matrix n n ℝ} (hF : F.IsSymm) {N : ℕ}
    (hN : N ≤ Fintype.card n) :
    ∃ C ε S, IsCanonical F C ε ∧ IsAufbau ε S ∧ S.card = N := by
  have hH : F.IsHermitian := by
    show Fᴴ = F
    rw [conjTranspose_eq_transpose_of_trivial]
    exact hF
  -- fill the orbitals one at a time, always taking the lowest empty one
  have fill : ∀ k : ℕ, k ≤ Fintype.card n →
      ∃ S : Finset n, IsAufbau hH.eigenvalues S ∧ S.card = k := by
    intro k
    induction k with
    | zero => exact fun _ => ⟨∅, fun i hi => by simp at hi, rfl⟩
    | succ k ih =>
      intro hk
      obtain ⟨S, hS, hc⟩ := ih (by omega)
      have hne : Sᶜ.Nonempty := by
        rw [← Finset.card_pos, Finset.card_compl]
        omega
      obtain ⟨a, ha, hmin⟩ := Sᶜ.exists_min_image hH.eigenvalues hne
      have haS : a ∉ S := Finset.mem_compl.mp ha
      refine ⟨insert a S, ?_, by rw [Finset.card_insert_of_notMem haS, hc]⟩
      intro i hi c hcS
      have hc' : c ∉ S := fun h => hcS (Finset.mem_insert_of_mem h)
      rcases Finset.mem_insert.mp hi with rfl | hi
      · exact hmin c (Finset.mem_compl.mpr hc')
      · exact hS i hi c hc'
  obtain ⟨S, hS, hc⟩ := fill N hN
  refine ⟨Matrix.of fun i j => (hH.eigenvectorBasis j).ofLp i, hH.eigenvalues, S,
    ⟨?_, ?_⟩, hS, hc⟩
  · ext i j
    have h := orthonormal_iff_ite.mp hH.eigenvectorBasis.orthonormal i j
    simp only [PiLp.inner_apply, RCLike.inner_apply, conj_trivial] at h
    rw [Matrix.mul_apply, Matrix.one_apply, ← h]
    exact Finset.sum_congr rfl fun k _ => mul_comm _ _
  · ext i j
    rw [Matrix.mul_diagonal]
    exact (congrFun (hH.mulVec_eigenvectorBasis j) i).trans (mul_comm _ _)
```

## Occupations and the lower bound

The trace formula is stated for any diagonal $d$, so that it serves for the energy ($d=\varepsilon$) and for the overlap $\operatorname{tr}(QP)$ ($d=f$).

```lean
/-- The trace of `P` against an operator diagonal in the orbitals is the sum of its diagonal
values weighted by the occupations. -/
theorem trace_diagonal_orbitals (C P : Matrix n n ℝ) (d : n → ℝ) :
    (C * diagonal d * Cᵀ * P).trace = ∑ i, d i * occupation C P i := by
  calc (C * diagonal d * Cᵀ * P).trace = (C * (diagonal d * (Cᵀ * P))).trace := by
        simp only [Matrix.mul_assoc]
    _ = (diagonal d * (Cᵀ * P * C)).trace := by
        rw [Matrix.trace_mul_comm]
        simp only [Matrix.mul_assoc]
    _ = _ := by
        simp only [Matrix.trace, Matrix.diag_apply, Matrix.diagonal_mul, occupation]
```

The bounds on $q_i$ are read off the diagonals of $C^TPC$ and $C^T(1-P)C=1-C^TPC$.

```lean
/-- In orthonormal orbitals the occupations of a density matrix lie between zero and one
and add up to the number of electrons. -/
theorem occupation_bounds {C P : Matrix n n ℝ} {N : ℕ} (hC : Cᵀ * C = 1)
    (hP : IsDensity P N) :
    (∀ i, 0 ≤ occupation C P i ∧ occupation C P i ≤ 1) ∧ ∑ i, occupation C P i = N := by
  have h0 := hP.psd.conjTranspose_mul_mul_same C
  have h1 := hP.pauli.conjTranspose_mul_mul_same C
  rw [conjTranspose_eq_transpose_of_trivial] at h0 h1
  rw [Matrix.mul_sub, Matrix.sub_mul, Matrix.mul_one, hC] at h1
  refine ⟨fun i => ⟨h0.diag_nonneg, ?_⟩, ?_⟩
  · have h := h1.diag_nonneg (i := i)
    rw [Matrix.sub_apply, Matrix.one_apply_eq] at h
    exact sub_nonneg.mp h
  · change (Cᵀ * P * C).trace = N
    rw [Matrix.trace_mul_comm, ← Matrix.mul_assoc, mul_eq_one_comm.mp hC, Matrix.one_mul,
      hP.trace_eq]
```

In `excitation_bound`, `h1` and `h2` are the two nonnegative sums of the lower bound. The final `linear_combination` adds them and removes the $\mu$ terms with `hsum`, the electron count.

```lean
/-- If the orbitals outside `S` lie at least `g` above those in `S`, the energy of any density
matrix for `S.card` electrons exceeds that of filling `S` by at least `g` times the occupation
outside `S`. -/
theorem excitation_bound {F C P : Matrix n n ℝ} {ε : n → ℝ} {S : Finset n} {g : ℝ}
    (h : IsCanonical F C ε) (hg : ∀ i ∈ S, ∀ a ∉ S, ε i + g ≤ ε a)
    (hP : IsDensity P S.card) :
    ∑ i ∈ S, ε i + g * ∑ a ∈ Sᶜ, occupation C P a ≤ (F * P).trace := by
  have hF : F = C * diagonal ε * Cᵀ := by
    rw [← h.eigen, Matrix.mul_assoc, mul_eq_one_comm.mp h.orthonormal, Matrix.mul_one]
  obtain ⟨hq, hsum⟩ := occupation_bounds h.orthonormal hP
  rw [hF, trace_diagonal_orbitals]
  -- a level separating the orbitals in S from the others
  obtain ⟨μ, hμ, hμ'⟩ : ∃ μ, (∀ i ∈ S, ε i ≤ μ) ∧ ∀ a ∉ S, μ + g ≤ ε a := by
    rcases S.eq_empty_or_nonempty with rfl | hne
    · obtain ⟨b, hb⟩ := (Set.finite_range ε).bddBelow
      refine ⟨b - g, fun i hi => by simp at hi, fun a _ => ?_⟩
      have := hb (Set.mem_range_self a)
      linarith
    · obtain ⟨m, hm, hmax⟩ := S.exists_max_image ε hne
      exact ⟨ε m, hmax, hg m hm⟩
  have h1 : 0 ≤ ∑ i ∈ S, (μ - ε i) * (1 - occupation C P i) :=
    Finset.sum_nonneg fun i hi =>
      mul_nonneg (sub_nonneg.mpr (hμ i hi)) (sub_nonneg.mpr (hq i).2)
  have h2 : 0 ≤ ∑ a ∈ Sᶜ, (ε a - (μ + g)) * occupation C P a :=
    Finset.sum_nonneg fun a ha =>
      mul_nonneg (sub_nonneg.mpr (hμ' a (Finset.mem_compl.mp ha))) (hq a).1
  simp only [sub_mul, mul_sub, mul_one, Finset.sum_sub_distrib, Finset.sum_const,
    nsmul_eq_mul, ← Finset.mul_sum] at h1 h2
  rw [← Finset.sum_add_sum_compl S] at hsum ⊢
  linear_combination h1 + h2 - μ * hsum
```

## The aufbau density attains the minimum

The two positivity conditions on $Q$ follow by applying the local fact `psd` to $f$ and to $1-f$; the trace is computed directly. Idempotency reduces to $f_i^2=f_i$.

```lean
/-- The projector onto the orbitals in `S` is an idempotent density matrix with as many
electrons as `S` has orbitals. -/
theorem aufbauDensity_isDensity {C : Matrix n n ℝ} (hC : Cᵀ * C = 1) (S : Finset n) :
    IsDensity (aufbauDensity C S) S.card ∧
      aufbauDensity C S * aufbauDensity C S = aufbauDensity C S := by
  have psd : ∀ d : n → ℝ, (∀ i, 0 ≤ d i) → (C * diagonal d * Cᵀ).PosSemidef := by
    intro d hd
    have h := (PosSemidef.diagonal (d := d) hd).mul_mul_conjTranspose_same C
    rwa [conjTranspose_eq_transpose_of_trivial] at h
  refine ⟨⟨psd _ fun i => ?_, ?_, ?_⟩, ?_⟩
  · unfold filling
    split_ifs <;> norm_num
  · have h := psd (fun i => 1 - filling S i) fun i => by
      unfold filling
      split_ifs <;> norm_num
    rwa [← Matrix.diagonal_sub, Matrix.diagonal_one, Matrix.mul_sub, Matrix.sub_mul,
      Matrix.mul_one, mul_eq_one_comm.mp hC] at h
  · rw [aufbauDensity, Matrix.trace_mul_comm, ← Matrix.mul_assoc, hC, Matrix.one_mul,
      Matrix.trace_diagonal]
    simp [filling]
  · have hd : diagonal (filling S) * diagonal (filling S) = diagonal (filling S) := by
      rw [Matrix.diagonal_mul_diagonal]
      congr 1
      ext i
      simp [filling]
    calc aufbauDensity C S * aufbauDensity C S
        = C * diagonal (filling S) * (Cᵀ * C) * diagonal (filling S) * Cᵀ := by
          simp only [aufbauDensity, Matrix.mul_assoc]
      _ = C * (diagonal (filling S) * diagonal (filling S)) * Cᵀ := by
          rw [hC, Matrix.mul_one, Matrix.mul_assoc C]
      _ = aufbauDensity C S := by rw [hd, aufbauDensity]
```

In the main theorem, `IsLeast` says that $\sum_{i\in S}\varepsilon_i$ is the energy of some density matrix and a lower bound for the energies of all of them. The second conjunct identifies $Q$ as a minimiser. The lower bound is `excitation_bound` with `g := 0`.

```lean
/-- **Aufbau principle.** For a fixed Fock matrix, the least value of `tr (F P)` over all ensemble
density matrices for `S.card` electrons is the sum of the lowest orbital energies, one per electron,
and the projector onto these orbitals attains it. -/
theorem aufbau_principle {F C : Matrix n n ℝ} {ε : n → ℝ} {S : Finset n}
    (h : IsCanonical F C ε) (hS : IsAufbau ε S) :
    IsLeast {E | ∃ P, IsDensity P S.card ∧ (F * P).trace = E} (∑ i ∈ S, ε i) ∧
      (F * aufbauDensity C S).trace = ∑ i ∈ S, ε i := by
  have hE : (F * aufbauDensity C S).trace = ∑ i ∈ S, ε i := by
    rw [aufbauDensity, ← Matrix.mul_assoc, ← Matrix.mul_assoc, h.eigen,
      Matrix.trace_mul_comm, ← Matrix.mul_assoc, ← Matrix.mul_assoc, h.orthonormal,
      Matrix.one_mul, Matrix.diagonal_mul_diagonal, Matrix.trace_diagonal]
    simp [filling]
  refine ⟨⟨⟨_, (aufbauDensity_isDensity h.orthonormal S).1, hE⟩, ?_⟩, hE⟩
  rintro E ⟨P, hP, rfl⟩
  have hb := excitation_bound (g := 0) h (fun i hi a ha => by
    rw [add_zero]
    exact hS i hi a ha) hP
  linarith
```

## Energy excess, distance and uniqueness

Here $g$ is a lower bound on the gap between filled and empty orbitals. In the proof, `hPP` is $\operatorname{tr}P^2\le\operatorname{tr}P$, `hD` writes the squared distance as a trace, and `hdist` bounds it by twice the occupation outside $S$.

```lean
/-- With a gap of at least `g ≥ 0` between the orbitals in `S` and the others, the excess energy of
a density matrix for `S.card` electrons is at least `g / 2` times its squared Frobenius distance
from the aufbau density. -/
theorem aufbau_stability {F C P : Matrix n n ℝ} {ε : n → ℝ} {S : Finset n} {g : ℝ}
    (h : IsCanonical F C ε) (hg0 : 0 ≤ g) (hg : ∀ i ∈ S, ∀ a ∉ S, ε i + g ≤ ε a)
    (hP : IsDensity P S.card) :
    g / 2 * ∑ i, ∑ j, (P i j - aufbauDensity C S i j) ^ 2 ≤
      (F * P).trace - ∑ i ∈ S, ε i := by
  obtain ⟨hQ, hQQ⟩ := aufbauDensity_isDensity h.orthonormal S
  have hb := excitation_bound h hg hP
  have hsum := (occupation_bounds h.orthonormal hP).2
  have hov : (aufbauDensity C S * P).trace = ∑ i ∈ S, occupation C P i := by
    rw [aufbauDensity, trace_diagonal_orbitals]
    simp [filling]
  -- fractional occupations only lower the trace of the square
  have hPP : (P * P).trace ≤ P.trace := by
    have h1 := hP.pauli.conjTranspose_mul_mul_same P
    have h2 := hP.psd.conjTranspose_mul_mul_same (1 - P)
    rw [hP.psd.isHermitian.eq] at h1
    rw [hP.pauli.isHermitian.eq] at h2
    have h3 := add_nonneg h1.trace_nonneg h2.trace_nonneg
    have e : P * (1 - P) * P + (1 - P) * P * (1 - P) = P - P * P := by noncomm_ring
    rw [← Matrix.trace_add, e, Matrix.trace_sub] at h3
    linarith
  generalize aufbauDensity C S = Q at *
  have hD : ∑ i, ∑ j, (P i j - Q i j) ^ 2 = ((P - Q) * (P - Q)).trace := by
    have hs : (P - Q)ᴴ = P - Q := by
      rw [conjTranspose_sub, hP.psd.isHermitian.eq, hQ.psd.isHermitian.eq]
    rw [conjTranspose_eq_transpose_of_trivial] at hs
    simp only [Matrix.trace, Matrix.diag_apply, Matrix.mul_apply]
    refine Finset.sum_congr rfl fun i _ => Finset.sum_congr rfl fun j _ => ?_
    have hij : (P - Q) j i = (P - Q) i j := congrFun (congrFun hs i) j
    rw [hij, Matrix.sub_apply, sq]
  have hdist : ∑ i, ∑ j, (P i j - Q i j) ^ 2 ≤ 2 * ∑ a ∈ Sᶜ, occupation C P a := by
    rw [hD, Matrix.sub_mul, Matrix.mul_sub, Matrix.mul_sub, hQQ, Matrix.trace_sub,
      Matrix.trace_sub, Matrix.trace_sub, Matrix.trace_mul_comm P Q, hov, hQ.trace_eq]
    rw [hP.trace_eq] at hPP
    rw [← Finset.sum_add_sum_compl S] at hsum
    linarith
  have hg2 : 0 ≤ g / 2 := by positivity
  have hm := mul_le_mul_of_nonneg_left hdist hg2
  linarith
```

For uniqueness, the smallest difference $\varepsilon_a-\varepsilon_i$ provides a positive $g$. If $S$ is empty or contains every orbital, there are no pairs to compare and $g=1$ serves. Each squared entry of $P-Q$ is at most the whole sum, which must vanish.

```lean
/-- If every orbital in `S` lies strictly below every orbital outside `S`, the aufbau density is the
only density matrix for `S.card` electrons whose energy is the sum of the orbital energies in `S`.
-/
theorem aufbau_unique {F C P : Matrix n n ℝ} {ε : n → ℝ} {S : Finset n}
    (h : IsCanonical F C ε) (hS : ∀ i ∈ S, ∀ a ∉ S, ε i < ε a)
    (hP : IsDensity P S.card) (hE : (F * P).trace = ∑ i ∈ S, ε i) :
    P = aufbauDensity C S := by
  -- finitely many strict inequalities leave a uniform gap
  obtain ⟨g, hg0, hg⟩ : ∃ g : ℝ, 0 < g ∧ ∀ i ∈ S, ∀ a ∉ S, ε i + g ≤ ε a := by
    rcases (S ×ˢ Sᶜ).eq_empty_or_nonempty with he | hne
    · refine ⟨1, one_pos, fun i hi a ha => ?_⟩
      have hm : (i, a) ∈ S ×ˢ Sᶜ := Finset.mem_product.mpr ⟨hi, Finset.mem_compl.mpr ha⟩
      simp [he] at hm
    · obtain ⟨p, hp, hmin⟩ := (S ×ˢ Sᶜ).exists_min_image (fun p => ε p.2 - ε p.1) hne
      obtain ⟨hp1, hp2⟩ := Finset.mem_product.mp hp
      refine ⟨ε p.2 - ε p.1, sub_pos.mpr (hS _ hp1 _ (Finset.mem_compl.mp hp2)), ?_⟩
      intro i hi a ha
      have hm := hmin (i, a) (Finset.mem_product.mpr ⟨hi, Finset.mem_compl.mpr ha⟩)
      dsimp only at hm
      linarith
  have hb := aufbau_stability h hg0.le hg hP
  rw [hE, sub_self] at hb
  ext i j
  have hle : (P i j - aufbauDensity C S i j) ^ 2 ≤
      ∑ i, ∑ j, (P i j - aufbauDensity C S i j) ^ 2 :=
    (Finset.single_le_sum (f := fun j => (P i j - aufbauDensity C S i j) ^ 2)
      (fun _ _ => sq_nonneg _) (Finset.mem_univ j)).trans
    (Finset.single_le_sum (f := fun i => ∑ j, (P i j - aufbauDensity C S i j) ^ 2)
      (fun _ _ => Finset.sum_nonneg fun _ _ => sq_nonneg _) (Finset.mem_univ i))
  have hz : (P i j - aufbauDensity C S i j) ^ 2 ≤ 0 := by
    by_contra hc
    have := mul_pos (half_pos hg0) ((not_le.mp hc).trans_le hle)
    linarith
  exact sub_eq_zero.mp (pow_eq_zero_iff two_ne_zero |>.mp (le_antisymm hz (sq_nonneg _)))

end AufbauDensityMatrix
```

```lean
#print axioms AufbauDensityMatrix.exists_canonical_aufbau
-- 'AufbauDensityMatrix.exists_canonical_aufbau' depends on axioms: [propext, Classical.choice, Quot.sound]
#print axioms AufbauDensityMatrix.aufbau_principle
-- 'AufbauDensityMatrix.aufbau_principle' depends on axioms: [propext, Classical.choice, Quot.sound]
#print axioms AufbauDensityMatrix.aufbau_unique
-- 'AufbauDensityMatrix.aufbau_unique' depends on axioms: [propext, Classical.choice, Quot.sound]
```

## Positivity under congruence

The proof turns on Mathlib's `PosSemidef.conjTranspose_mul_mul_same`: if $A$ is positive semidefinite, so is $B^\dagger AB$ for any matrix $B$ of compatible size. For real matrices the dagger is a transpose, and `occupation_bounds` makes this replacement with `conjTranspose_eq_transpose_of_trivial`.

With $B=C$, the lemma turns the two matrix conditions on $P$ into the scalar bounds $0\le q_i\le1$. Since $B$ need not be orthogonal, `aufbau_stability` can also use the density matrix itself: $B=P$ applied to $1-P$, and $B=1-P$ applied to $P$, give the two terms of the identity for $P-P^2$. The inequality $\operatorname{tr}P^2\le\operatorname{tr}P$ is thus obtained without diagonalising $P$.
